# Variance of the cosine of a phase that sums independent Gaussian steps

The theorem `variance_cos` concerns a walker whose phase θ is the sum of `n` independent normal steps, each with mean zero and variance σ² dt. It states that the variance of cos θ is (1 − exp(−σ²τ))²/2, where τ = n dt, and σ and dt are non-negative reals. The proof takes the means of cos θ and cos 2θ from the earlier lemma `mean_cos`. The double-angle formula turns the second of these into the mean of cos² θ, and subtracting the square of the mean of cos θ gives the variance.

The failing Lean file:

```lean
import Mathlib

open MeasureTheory ProbabilityTheory Finset
open scoped NNReal

namespace VarianceCos

noncomputable section

variable {Ω : Type*} [MeasurableSpace Ω]

/-- The overlap phase accumulated by a walker in its first `n` steps. -/
def overlapPhase {Ω : Type*} (ξ : ℕ → Ω → ℝ) (n : ℕ) : Ω → ℝ := ∑ k ∈ range n, ξ k

/-- The phase steps of a walker are independent centred normals of variance `σ² dt`. -/
structure GaussianSteps (P : Measure Ω) (ξ : ℕ → Ω → ℝ) (σ dt : ℝ≥0) : Prop where
  meas : ∀ k, Measurable (ξ k)
  indep : iIndepFun ξ P
  law : ∀ k, P.map (ξ k) = gaussianReal 0 (σ ^ 2 * dt)

/-- If every phase step is measurable, so is the accumulated phase. -/
theorem measurable_overlapPhase {ξ : ℕ → Ω → ℝ} (h : ∀ k, Measurable (ξ k)) (n : ℕ) :
    Measurable (overlapPhase ξ n) := by
  have e : overlapPhase ξ n = fun ω => ∑ k ∈ range n, ξ k ω := by ext ω; simp [overlapPhase]
  rw [e]
  fun_prop

variable {P : Measure Ω} [IsProbabilityMeasure P] {σ dt : ℝ≥0}

/-- For Gaussian phase steps, the phase after `n` steps is a centred normal variable of
variance `σ² τ`, with `τ = n dt`. -/
theorem overlapPhase_law {ξ : ℕ → Ω → ℝ} (h : GaussianSteps P ξ σ dt) (n : ℕ) :
    P.map (overlapPhase ξ n) = gaussianReal 0 (σ ^ 2 * (n * dt)) := by
  induction n with
  | zero =>
    have h0 : overlapPhase ξ 0 = fun _ => 0 := by ext ω; simp [overlapPhase]
    rw [h0, Measure.map_const]
    simp
  | succ n ih =>
    have hs : overlapPhase ξ (n + 1) = overlapPhase ξ n + ξ n := sum_range_succ _ _
    -- the new step is independent of the phase accumulated so far
    have hi : IndepFun (overlapPhase ξ n) (ξ n) P := h.indep.indepFun_sum_range_succ h.meas n
    rw [hs, gaussianReal_add_gaussianReal_of_indepFun hi ih (h.law n)]
    congr 1
    · simp
    · push_cast
      ring

/-- For Gaussian phase steps, the mean of `exp(i c θ)` is `exp(-c² σ² τ / 2)` for every
real `c`, with `τ = n dt`. -/
theorem mean_phase_factor {ξ : ℕ → Ω → ℝ} (h : GaussianSteps P ξ σ dt) (n : ℕ) (c : ℝ) :
    ∫ ω, Complex.exp (((c * overlapPhase ξ n ω : ℝ) : ℂ) * Complex.I) ∂P
      = ((Real.exp (-(c ^ 2 * ((σ : ℝ) ^ 2 * (n * dt))) / 2) : ℝ) : ℂ) := by
  -- the left side is the characteristic function of the normal law
  have hc := charFun_gaussianReal (μ := 0) (v := σ ^ 2 * (n * dt)) c
  rw [← overlapPhase_law h n, charFun_apply_real,
    integral_map (measurable_overlapPhase h.meas n).aemeasurable
      (Continuous.aestronglyMeasurable (by fun_prop))] at hc
  push_cast at hc ⊢
  rw [hc]
  congr 1
  ring

/-- For Gaussian phase steps, the mean of `cos(c θ)` is `exp(-c² σ² τ / 2)` for every
real `c`, with `τ = n dt`. -/
theorem mean_cos {ξ : ℕ → Ω → ℝ} (h : GaussianSteps P ξ σ dt) (n : ℕ) (c : ℝ) :
    ∫ ω, Real.cos (c * overlapPhase ξ n ω) ∂P
      = Real.exp (-(c ^ 2 * ((σ : ℝ) ^ 2 * (n * dt))) / 2) := by
  have hm := measurable_overlapPhase h.meas n
  have hint : Integrable
      (fun ω => Complex.exp (((c * overlapPhase ξ n ω : ℝ) : ℂ) * Complex.I)) P :=
    Integrable.of_bound (Measurable.aestronglyMeasurable (by fun_prop)) 1
      (Filter.Eventually.of_forall fun ω => (Complex.norm_exp_ofReal_mul_I _).le)
  -- take the real part under the integral
  have hre := Complex.reCLM.integral_comp_comm hint
  rw [mean_phase_factor h n c] at hre
  simpa only [Complex.reCLM_apply, Complex.exp_ofReal_mul_I_re, Complex.ofReal_re] using hre

/-- Under a probability measure, the cosine of a measurable phase is square integrable. -/
theorem memLp_cos {θ : Ω → ℝ} (hθ : Measurable θ) : MemLp (fun ω => Real.cos (θ ω)) 2 P :=
  MemLp.of_bound (Real.measurable_cos.comp hθ).aestronglyMeasurable 1
    (Filter.Eventually.of_forall fun ω => by
      rw [Real.norm_eq_abs]
      exact Real.abs_cos_le_one _)

/-- For Gaussian phase steps, the variance of `cos θ` is `(1 - exp(-σ² τ))² / 2`, with
`τ = n dt`. -/
theorem variance_cos {ξ : ℕ → Ω → ℝ} (h : GaussianSteps P ξ σ dt) (n : ℕ) :
    variance (fun ω => Real.cos (overlapPhase ξ n ω)) P
      = (1 - Real.exp (-((σ : ℝ) ^ 2 * (n * dt)))) ^ 2 / 2 := by
  have hm := measurable_overlapPhase h.meas n
  have h1 := mean_cos h n 1
  have h2 := mean_cos h n 2
  simp only [one_mul, one_pow] at h1
  have hi : Integrable (fun ω => Real.cos (2 * overlapPhase ξ n ω)) P :=
    (memLp_cos (hm.const_mul 2)).integrable (by norm_num)
  -- the second moment follows from the double-angle formula
  have hsq : ∫ ω, ((fun ω => Real.cos (overlapPhase ξ n ω)) ^ 2) ω ∂P
      = 1 / 2 + Real.exp (-(2 ^ 2 * ((σ : ℝ) ^ 2 * (n * dt))) / 2) / 2 := by
    simp only [Pi.pow_apply, Real.cos_sq]
    rw [integral_add (integrable_const _) (hi.div_const 2), integral_div, h2]
    simp
  rw [variance_eq_sub (memLp_cos hm), hsq, h1]
  set s : ℝ := (σ : ℝ) ^ 2 * (n * dt)
  have e1 : Real.exp (-s / 2) ^ 2 = Real.exp (-s) := by
    rw [sq, ← Real.exp_add]; congr 1; ring
  have e2 : Real.exp (-(2 ^ 2 * s) / 2) = Real.exp (-s) ^ 2 := by
    rw [sq, ← Real.exp_add]; congr 1; ring
  rw [e1, e2]
  ring

end

end VarianceCos
```

Messages:

```
Main.lean:101:74: error: Tactic `rewrite` failed: Did not find an occurrence of the pattern
  ∫ (ω : Ω), Real.cos (2 * overlapPhase ξ n ω) ∂P
in the target expression
  (∫ (a : Ω), 1 ∂P) / 2 + ∫ (a : Ω), Real.cos (2 * overlapPhase ξ n a) / 2 ∂P =
    1 / 2 + Real.exp (-(2 ^ 2 * (↑σ ^ 2 * (↑n * ↑dt))) / 2) / 2

Ω : Type u_1
inst✝¹ : MeasurableSpace Ω
P : Measure Ω
inst✝ : IsProbabilityMeasure P
σ dt : ℝ≥0
ξ : ℕ → Ω → ℝ
h : GaussianSteps P ξ σ dt
n : ℕ
hm : Measurable (overlapPhase ξ n)
h2 : ∫ (ω : Ω), Real.cos (2 * overlapPhase ξ n ω) ∂P = Real.exp (-(2 ^ 2 * (↑σ ^ 2 * (↑n * ↑dt))) / 2)
h1 : ∫ (ω : Ω), Real.cos (overlapPhase ξ n ω) ∂P = Real.exp (-(↑σ ^ 2 * (↑n * ↑dt)) / 2)
hi : Integrable (fun ω => Real.cos (2 * overlapPhase ξ n ω)) P
⊢ (∫ (a : Ω), 1 ∂P) / 2 + ∫ (a : Ω), Real.cos (2 * overlapPhase ξ n a) / 2 ∂P =
    1 / 2 + Real.exp (-(2 ^ 2 * (↑σ ^ 2 * (↑n * ↑dt))) / 2) / 2
Main.lean:108:12: error: Tactic `rewrite` failed: Did not find an occurrence of the pattern
  Real.exp ?x * Real.exp ?y
in the target expression
  Real.exp (-(2 * 2 * s) / 2) = Real.exp (-s) ^ 2

Ω : Type u_1
inst✝¹ : MeasurableSpace Ω
P : Measure Ω
inst✝ : IsProbabilityMeasure P
σ dt : ℝ≥0
ξ : ℕ → Ω → ℝ
h : GaussianSteps P ξ σ dt
n : ℕ
hm : Measurable (overlapPhase ξ n)
hi : Integrable (fun ω => Real.cos (2 * overlapPhase ξ n ω)) P
s : ℝ := ↑σ ^ 2 * (↑n * ↑dt)
h2 : ∫ (ω : Ω), Real.cos (2 * overlapPhase ξ n ω) ∂P = Real.exp (-(2 ^ 2 * s) / 2)
h1 : ∫ (ω : Ω), Real.cos (overlapPhase ξ n ω) ∂P = Real.exp (-s / 2)
hsq : ∫ (ω : Ω), ((fun ω => Real.cos (overlapPhase ξ n ω)) ^ 2) ω ∂P = 1 / 2 + Real.exp (-(2 ^ 2 * s) / 2) / 2
e1 : Real.exp (-s / 2) ^ 2 = Real.exp (-s)
⊢ Real.exp (-(2 * 2 * s) / 2) = Real.exp (-s) ^ 2
```

What went wrong. Both errors come from `rw` settling on the wrong instance of a general pattern.

In the first, the goal held two integrals of a quotient by 2, one of the constant 1/2 and one of the cosine term. `rw [integral_div]` fixed its pattern on the constant and took the 2 out of that integral only. The cosine was still divided by 2 inside its integral, so the left side of `h2` did not occur in the goal. The repair uses `simp only [integral_div, h2]`, which applies `integral_div` to both integrals and then `h2`. The closing `simp` is unchanged.

In the second, `sq` was meant to expand the square of `Real.exp (-s)`, but it matched the factor `2 ^ 2` in the exponent on the left and made it `2 * 2`. That left no product of exponentials for `← Real.exp_add` to combine. Writing `sq (Real.exp (-s))` names the square to be expanded, and the product then appears.

This version goes through:

```diff
@@ -99,5 +99,6 @@
       = 1 / 2 + Real.exp (-(2 ^ 2 * ((σ : ℝ) ^ 2 * (n * dt))) / 2) / 2 := by
     simp only [Pi.pow_apply, Real.cos_sq]
-    rw [integral_add (integrable_const _) (hi.div_const 2), integral_div, h2]
+    rw [integral_add (integrable_const _) (hi.div_const 2)]
+    simp only [integral_div, h2]
     simp
   rw [variance_eq_sub (memLp_cos hm), hsq, h1]
@@ -106,5 +107,5 @@
     rw [sq, ← Real.exp_add]; congr 1; ring
   have e2 : Real.exp (-(2 ^ 2 * s) / 2) = Real.exp (-s) ^ 2 := by
-    rw [sq, ← Real.exp_add]; congr 1; ring
+    rw [sq (Real.exp (-s)), ← Real.exp_add]; congr 1; ring
   rw [e1, e2]
   ring
```
